# A hard q0 cutoff never weakens the large-separation vdW-DF attraction, and strengthens it by at most an explicit amount

A vdW-DF calculation that interpolates its nonlocal kernel between tabulated values of the local wave number q0 needs a largest such value, and larger values of q0 are brought down into the tabulated range. The choice of this cutoff can change the dispersion energy. For a fixed density on finitely many grid points, a hard cutoff and fragments far apart, the theorems below give the direction of the change and a bound on it, computed from the cutoff, a lower limit on q0, the total density weights and the weights above the cutoff.

## The attraction as a double sum

```lean
import Mathlib

open Filter Topology

namespace VdwDFCutoff

noncomputable section

variable {ι κ : Type*} [Fintype ι] [Fintype κ]
```

The types `ι` and `κ` label the grid points of two fragments. `Fintype` says that each fragment has finitely many.

```lean
/-- The pair kernel `1 / (a² b² (a² + b²))` of the large-separation vdW-DF attraction,
for nonzero local wave numbers `a` and `b`. -/
def kernel (a b : ℝ) : ℝ := 1 / (a ^ 2 * b ^ 2 * (a ^ 2 + b ^ 2))
```

This is the pair kernel, written K below:

K(a,b) = 1 / (a² b² (a² + b²))

The symbol `ℝ` stands for the real numbers, and `kernel a b` is Lean's way of writing K(a,b).

```lean
/-- The dispersion sum between a fragment with weights `n` and wave numbers `q` and a fragment
with weights `p` and wave numbers `r`, all wave numbers being nonzero. -/
def dispersionSum (n q : ι → ℝ) (p r : κ → ℝ) : ℝ :=
  ∑ i, ∑ j, n i * p j * kernel (q i) (r j)
```

Point i of the first fragment has weight n_i, the density times the volume element, and local wave number q_i. Point j of the second has p_j and r_j. The definition reads

C = ∑_i ∑_j n_i p_j K(q_i, r_j)

At large separation R the nonlocal correlation energy between the fragments is −C/R⁶ times a positive constant, so a larger C means a stronger dispersion attraction. The constant and R are left out, as are the corrections at shorter distances.

```lean
/-- The hard cutoff: every wave number above `c` is replaced by `c`. -/
def saturate (c : ℝ) (q : ι → ℝ) : ι → ℝ := fun i => min (q i) c
```

Given a cutoff c, `saturate c q` is the list of wave numbers min(q_i, c). Production codes usually apply a smooth saturation; the sharp minimum is an idealisation of it. The weights stay fixed, so the density does not respond to the cutoff.

```lean
/-- The indicator that a wave number `x` lies above the cutoff `c`. -/
def above (c x : ℝ) : ℝ := if c < x then 1 else 0
```

This is a step function: 1 if x > c, and 0 otherwise. A wave number exactly at the cutoff does not count as above it.

```lean
/-- The total weight of the points whose wave number lies above the cutoff `c`. -/
def tailWeight (c : ℝ) (n q : ι → ℝ) : ℝ := ∑ i, n i * above c (q i)
```

The tail weight is the part of the density weight that the cutoff touches:

h = ∑ n_i, taken over the points with q_i > c

## Smaller wave numbers bind more strongly

```lean
/-- The pair kernel is symmetric in the two wave numbers. -/
theorem kernel_comm (a b : ℝ) : kernel a b = kernel b a := by
  have h : a ^ 2 * b ^ 2 * (a ^ 2 + b ^ 2) = b ^ 2 * a ^ 2 * (b ^ 2 + a ^ 2) := by ring
  unfold kernel
  rw [h]
```

K(a,b) = K(b,a). The tactic `ring` proves that the two denominators are equal, and `rw` substitutes one for the other.

```lean
/-- For positive wave numbers, the pair kernel does not increase when either of them grows. -/
theorem kernel_anti {a a' b b' : ℝ} (ha : 0 < a) (hb : 0 < b) (haa : a ≤ a') (hbb : b ≤ b') :
    kernel a' b' ≤ kernel a b := by
  unfold kernel
  apply one_div_le_one_div_of_le
  · positivity
  · gcongr
```

The braces hold variables that Lean infers for itself, and the named items in parentheses are hypotheses. For 0 < a ≤ a′ and 0 < b ≤ b′, each factor of a² b² (a² + b²) can only grow when a and b are replaced by a′ and b′. The denominator grows, so its reciprocal falls:

K(a′,b′) ≤ K(a,b)

In the proof, `positivity` shows that the smaller denominator is positive, and `gcongr` compares the denominators factor by factor.

```lean
/-- With nonnegative weights and positive wave numbers, lowering the wave numbers of the two
fragments never lowers the dispersion sum. -/
theorem dispersionSum_anti {n q q' : ι → ℝ} {p r r' : κ → ℝ}
    (hn : ∀ i, 0 ≤ n i) (hp : ∀ j, 0 ≤ p j) (hq : ∀ i, 0 < q i) (hr : ∀ j, 0 < r j)
    (hqq : ∀ i, q i ≤ q' i) (hrr : ∀ j, r j ≤ r' j) :
    dispersionSum n q' p r' ≤ dispersionSum n q p r :=
  Finset.sum_le_sum fun i _ => Finset.sum_le_sum fun j _ =>
    mul_le_mul_of_nonneg_left (kernel_anti (hq i) (hr j) (hqq i) (hrr j))
      (mul_nonneg (hn i) (hp j))
```

The hypothesis `∀ i, 0 ≤ n i` reads "for every i, n_i ≥ 0". Multiplying the previous inequality by n_i p_j ≥ 0 and summing over all pairs gives the claim, and the Lean term does this with one `Finset.sum_le_sum` for each sum. The statement holds for any lowering of the wave numbers that keeps them positive, smooth or sharp.

## What the cutoff does to one pair

```lean
/-- For wave numbers and a cutoff `c` that are at least `m > 0`, the cutoff raises the kernel of
a pair by at most `kernel c m` if one member lies above `c`, by at most `kernel c c` if both do,
and not at all otherwise. -/
theorem kernel_saturation_le {m c a b : ℝ} (hm : 0 < m) (hc : m ≤ c) (ha : m ≤ a) (hb : m ≤ b) :
    kernel (min a c) (min b c) - kernel a b ≤
      (above c a * (1 - above c b) + (1 - above c a) * above c b) * kernel c m
        + above c a * above c b * kernel c c := by
  have h0 : 0 ≤ kernel a b := by unfold kernel; positivity
  have h1 : kernel c b ≤ kernel c m := kernel_anti (hm.trans_le hc) hm le_rfl hb
  have h2 : kernel a c ≤ kernel c m := by
    rw [kernel_comm a c]
    exact kernel_anti (hm.trans_le hc) hm le_rfl ha
  unfold above
  by_cases hca : c < a
  · by_cases hcb : c < b
    · rw [if_pos hca, if_pos hcb, min_eq_right hca.le, min_eq_right hcb.le]
      linarith
    · rw [if_pos hca, if_neg hcb, min_eq_right hca.le, min_eq_left (not_lt.mp hcb)]
      linarith
  · by_cases hcb : c < b
    · rw [if_neg hca, if_pos hcb, min_eq_left (not_lt.mp hca), min_eq_right hcb.le]
      linarith
    · rw [if_neg hca, if_neg hcb, min_eq_left (not_lt.mp hca), min_eq_left (not_lt.mp hcb)]
      linarith
```

A lower limit m > 0 now enters, with every wave number and the cutoff at least m. If the cutoff is not below the smallest q0 present, m can be that q0, which belongs to the points with the largest model polarisability per unit of density. There are four cases.

If a and b both exceed c, the change is K(c,c) − K(a,b) ≤ K(c,c), because K(a,b) ≥ 0.

If only a exceeds c, the change is K(c,b) − K(a,b) ≤ K(c,b) ≤ K(c,m), because b ≥ m.

If only b exceeds c, the same bound follows by symmetry.

If neither exceeds c, nothing changes.

The right-hand side of the theorem packs these cases into one formula, using the step functions as switches. The `by_cases` steps separate the cases, `rw` evaluates the switches and minima, and `linarith` finishes each linear inequality.

## The error for two fragments

```lean
/-- For two fragments with nonnegative weights, and wave numbers and cutoff at least `m > 0`, the
cutoff never lowers the dispersion sum, and raises it by at most `kernel c m` times the weight of
pairs with one member above the cutoff plus `kernel c c` times that of pairs with both above. -/
theorem saturation_error {n q : ι → ℝ} {p r : κ → ℝ} {m c : ℝ} (hm : 0 < m) (hc : m ≤ c)
    (hn : ∀ i, 0 ≤ n i) (hp : ∀ j, 0 ≤ p j) (hq : ∀ i, m ≤ q i) (hr : ∀ j, m ≤ r j) :
    0 ≤ dispersionSum n (saturate c q) p (saturate c r) - dispersionSum n q p r ∧
    dispersionSum n (saturate c q) p (saturate c r) - dispersionSum n q p r ≤
      (tailWeight c n q * (∑ j, p j - tailWeight c p r)
        + (∑ i, n i - tailWeight c n q) * tailWeight c p r) * kernel c m
        + tailWeight c n q * tailWeight c p r * kernel c c := by
  constructor
  · exact sub_nonneg.mpr (dispersionSum_anti hn hp
      (fun i => lt_min (hm.trans_le (hq i)) (hm.trans_le hc))
      (fun j => lt_min (hm.trans_le (hr j)) (hm.trans_le hc))
      (fun i => min_le_left _ _) (fun j => min_le_left _ _))
  · let B : ι → κ → ℝ := fun i j =>
      (above c (q i) * (1 - above c (r j)) + (1 - above c (q i)) * above c (r j)) * kernel c m
        + above c (q i) * above c (r j) * kernel c c
    -- the pairwise bound, summed over all pairs
    have h1 : dispersionSum n (saturate c q) p (saturate c r) ≤
        dispersionSum n q p r + ∑ i, ∑ j, n i * p j * B i j := by
      calc dispersionSum n (saturate c q) p (saturate c r)
          ≤ ∑ i, ∑ j, (n i * p j * kernel (q i) (r j) + n i * p j * B i j) := by
            refine Finset.sum_le_sum fun i _ => Finset.sum_le_sum fun j _ => ?_
            rw [← mul_add]
            refine mul_le_mul_of_nonneg_left ?_ (mul_nonneg (hn i) (hp j))
            exact sub_le_iff_le_add'.mp (kernel_saturation_le hm hc (hq i) (hr j))
        _ = _ := by simp only [dispersionSum, Finset.sum_add_distrib]
    -- the double sum factorises into total and tail weights
    have h2 : ∑ i, ∑ j, n i * p j * B i j =
        kernel c m * (tailWeight c n q * ∑ j, p j) + kernel c m * ((∑ i, n i) * tailWeight c p r)
          + (kernel c c - 2 * kernel c m) * (tailWeight c n q * tailWeight c p r) := by
      unfold tailWeight
      rw [Finset.sum_mul_sum, Finset.sum_mul_sum, Finset.sum_mul_sum]
      simp only [Finset.mul_sum, ← Finset.sum_add_distrib]
      refine Finset.sum_congr rfl fun i _ => Finset.sum_congr rfl fun j _ => ?_
      simp only [B]
      ring
    rw [h2] at h1
    linarith
```

Write N and P for the total weights of the two fragments, h and h′ for their tail weights, and ΔC for the value of C with the cutoff minus the value without it. The symbol `∧` means "and", so the theorem states two inequalities:

0 ≤ ΔC

ΔC ≤ [h(P − h′) + (N − h)h′] K(c,m) + h h′ K(c,c)

In Lean's notation `∑ j, p j - tailWeight c p r` means P − h′, since the sum ends before the minus sign.

The first inequality holds because min(q_i, c) ≤ q_i and min(r_j, c) ≤ r_j, so the monotonicity of C applies. For the second, let x_i and y_j be the step functions of the two fragments. The bound for one pair is

B_ij = [x_i(1 − y_j) + (1 − x_i)y_j] K(c,m) + x_i y_j K(c,c)

Multiply by n_i p_j and sum. Each double sum splits into a product of single sums, with

∑_i n_i x_i = h

∑_i n_i (1 − x_i) = N − h

and likewise h′ and P − h′ for the second fragment. This gives the stated bound.

In the proof, `h1` is the summed pair bound and `h2` is the factorisation, for which `Finset.sum_mul_sum` turns products of sums into double sums. Lean's `h2` has the bracket multiplied out, as hP + Nh′ − 2hh′, and the last `linarith` matches the two forms.

## A fragment and its copy

```lean
/-- For a fragment paired with its own copy, with nonnegative weights of total `N`, weight `h`
above the cutoff, and wave numbers and cutoff at least `m > 0`, the cutoff raises the dispersion
sum by between `0` and `2 h N / (c² m² (c² + m²))`. -/
theorem saturation_error_self {n q : ι → ℝ} {m c : ℝ} (hm : 0 < m) (hc : m ≤ c)
    (hn : ∀ i, 0 ≤ n i) (hq : ∀ i, m ≤ q i) :
    0 ≤ dispersionSum n (saturate c q) n (saturate c q) - dispersionSum n q n q ∧
    dispersionSum n (saturate c q) n (saturate c q) - dispersionSum n q n q ≤
      2 * tailWeight c n q * (∑ i, n i) / (c ^ 2 * m ^ 2 * (c ^ 2 + m ^ 2)) := by
  obtain ⟨h0, h1⟩ := saturation_error hm hc hn hn hq hq
  refine ⟨h0, h1.trans ?_⟩
  have hK : kernel c c ≤ kernel c m := kernel_anti (hm.trans_le hc) hm le_rfl hc
  have hK0 : 0 ≤ kernel c m := by unfold kernel; positivity
  have h2 : 0 ≤ tailWeight c n q ^ 2 * (2 * kernel c m - kernel c c) :=
    mul_nonneg (sq_nonneg _) (by linarith)
  have h3 : 2 * tailWeight c n q * (∑ i, n i) / (c ^ 2 * m ^ 2 * (c ^ 2 + m ^ 2)) =
      2 * tailWeight c n q * (∑ i, n i) * kernel c m := by
    unfold kernel
    rw [mul_one_div]
  rw [h3]
  linarith
```

With both fragments equal, the sum runs over n_i n_j K(q_i, q_j). The terms i = j belong to it, since they pair a point with its counterpart in the copy. The result is

0 ≤ ΔC ≤ 2hN / (c² m² (c² + m²))

To derive it, set P = N and h′ = h in the previous bound:

2h(N − h) K(c,m) + h² K(c,c) = 2hN K(c,m) − h² [2K(c,m) − K(c,c)]

Since m ≤ c, K(c,c) ≤ K(c,m), so the square bracket is not negative and its term can be left out. These two facts are `hK` and `h2` in the proof, and `h3` rewrites the fraction as a multiple of K(c,m).

At large separation and fixed density, a low cutoff can therefore only strengthen the dispersion attraction, relative to the same model without a cutoff. The theorems don't settle the direction of the change in a binding energy near contact, where the full kernel is needed. At fixed m the bound cannot grow as c is raised, because h cannot grow and the denominator does.

```lean
/-- With nonnegative weights, positive wave numbers and a positive cutoff, the cutoff strictly
raises the dispersion sum of a fragment with its own copy once a point of positive weight lies
above it. -/
theorem saturation_strict {n q : ι → ℝ} {c : ℝ} (hc : 0 < c) (hn : ∀ i, 0 ≤ n i)
    (hq : ∀ i, 0 < q i) {k : ι} (hk : 0 < n k) (hck : c < q k) :
    dispersionSum n q n q < dispersionSum n (saturate c q) n (saturate c q) := by
  have hle : ∀ i j, n i * n j * kernel (q i) (q j) ≤
      n i * n j * kernel (saturate c q i) (saturate c q j) := fun i j =>
    mul_le_mul_of_nonneg_left (kernel_anti (lt_min (hq i) hc) (lt_min (hq j) hc)
      (min_le_left _ _) (min_le_left _ _)) (mul_nonneg (hn i) (hn j))
  -- the pair of `k` with its own copy gains strictly
  have hlt : kernel (q k) (q k) < kernel (saturate c q k) (saturate c q k) := by
    have h6 : c ^ 6 < q k ^ 6 := pow_lt_pow_left₀ hck hc.le (by norm_num)
    simp only [saturate, min_eq_right hck.le, kernel]
    apply one_div_lt_one_div_of_lt
    · positivity
    · nlinarith [h6]
  exact Finset.sum_lt_sum (fun i _ => Finset.sum_le_sum fun j _ => hle i j)
    ⟨k, Finset.mem_univ k, Finset.sum_lt_sum (fun j _ => hle k j)
      ⟨k, Finset.mem_univ k, mul_lt_mul_of_pos_left hlt (mul_pos hk hk)⟩⟩
```

Here `k` is a point with n_k > 0 and q_k > c, and its presence makes the increase strict. No pair loses, by monotonicity. The pair formed by k and its own copy gains, because

K(q_k, q_k) = 1/(2q_k⁶) < 1/(2c⁶) = K(c,c)

and its weight n_k² is positive. The proof calls these facts `hle` and `hlt`. The two uses of `Finset.sum_lt_sum` say that a sum rises strictly if no term falls and one term rises.

## A two-point fragment that approaches the bound

```lean
/-- For a fragment of two points with weights `s`, `t` and wave numbers `m`, `Q`, where
`0 < m ≤ c`, the cutoff error tends to `2 s t kernel c m + t² kernel c c` as `Q` grows. -/
theorem saturation_error_sharp {m c : ℝ} (s t : ℝ) (hm : 0 < m) (hc : m ≤ c) :
    Tendsto (fun Q : ℝ => dispersionSum ![s, t] (saturate c ![m, Q]) ![s, t] (saturate c ![m, Q])
        - dispersionSum ![s, t] ![m, Q] ![s, t] ![m, Q]) atTop
      (𝓝 (2 * s * t * kernel c m + t ^ 2 * kernel c c)) := by
  -- the kernels that involve `Q` die out
  have hsq : Tendsto (fun Q : ℝ => Q ^ 2) atTop atTop := tendsto_pow_atTop two_ne_zero
  have h1 : Tendsto (fun Q : ℝ => kernel m Q) atTop (𝓝 0) := by
    have hd : Tendsto (fun Q : ℝ => m ^ 2 * Q ^ 2 * (m ^ 2 + Q ^ 2)) atTop atTop :=
      (hsq.const_mul_atTop (pow_pos hm 2)).atTop_mul_atTop₀
        (tendsto_atTop_add_const_left _ _ hsq)
    refine (tendsto_inv_atTop_zero.comp hd).congr fun Q => ?_
    simp only [Function.comp_apply, kernel, one_div]
  have h2 : Tendsto (fun Q : ℝ => kernel Q Q) atTop (𝓝 0) := by
    refine squeeze_zero' (Eventually.of_forall fun Q => ?_) ?_ h1
    · unfold kernel
      positivity
    · filter_upwards [eventually_ge_atTop m] with Q hQ
      exact kernel_anti hm (hm.trans_le hQ) hQ le_rfl
  have h3 := ((h1.const_mul (2 * s * t)).const_sub
    (2 * s * t * kernel c m + t ^ 2 * kernel c c)).sub (h2.const_mul (t ^ 2))
  simp only [mul_zero, sub_zero] at h3
  refine h3.congr' ?_
  filter_upwards [eventually_ge_atTop c] with Q hQ
  simp only [dispersionSum, saturate, Fin.sum_univ_two, Matrix.cons_val_zero,
    Matrix.cons_val_one, min_eq_left hc, min_eq_right hQ]
  rw [kernel_comm Q m, kernel_comm m c]
  ring

end

end VdwDFCutoff
```

The notation `![s, t]` is a list of two entries. The fragment has weight s at wave number m and weight t at wave number Q, and `Tendsto … atTop (𝓝 L)` says that the expression converges to L as Q → ∞. For Q ≥ c the cutoff leaves m alone and sends Q to c, so the error is

ΔC = 2st [K(c,m) − K(m,Q)] + t² [K(c,c) − K(Q,Q)]

Both kernels containing Q vanish in the limit, which leaves

ΔC → 2st K(c,m) + t² K(c,c)

For s, t ≥ 0 and Q > c we have N = s + t and h = t, and the limit equals 2h(N − h) K(c,m) + h² K(c,c). This is the two-fragment bound applied to a fragment and its copy, so no smaller bound in terms of N, h, m and c alone can hold for every such fragment.

In the proof, `h1` shows K(m,Q) → 0 from the growth of the denominator. Then `h2` squeezes K(Q,Q) between 0 and K(m,Q), and `h3` combines the limits. The closing lines identify the result with the actual error once Q ≥ c.

```lean
#print axioms VdwDFCutoff.saturation_error
#print axioms VdwDFCutoff.saturation_error_self
#print axioms VdwDFCutoff.saturation_strict
#print axioms VdwDFCutoff.saturation_error_sharp
```

```
'VdwDFCutoff.saturation_error' depends on axioms: [propext, Classical.choice, Quot.sound]
'VdwDFCutoff.saturation_error_self' depends on axioms: [propext, Classical.choice, Quot.sound]
'VdwDFCutoff.saturation_strict' depends on axioms: [propext, Classical.choice, Quot.sound]
'VdwDFCutoff.saturation_error_sharp' depends on axioms: [propext, Classical.choice, Quot.sound]
```
